# Pair-density sum rule for occupations in $[0,1]$: a Hermitian square-root kernel obeys it, the Hartree–Fock kernel only for an idempotent density matrix

## One orbital

Take a single orbital with occupation $\nu$, $0\le\nu\le1$, so that the particle number is $N=\nu$. A model pair density subtracts the square of an exchange amplitude $k$ from the Hartree product, $P=\nu^2-k^2$, and the sum rule for a fixed particle number, continued formally to fractional $N$, asks for $P=(N-1)\nu=\nu^2-\nu$. For $0<\nu<1$ this target is negative, so it is a condition on the model and not the pair count of any state. With $k=\sqrt\nu$ this holds for every $\nu$. With $k=\nu$ one gets $P=0$, which exceeds the target by $\nu-\nu^2$, and this excess vanishes only at $\nu=0$ and $\nu=1$. Below, $\nu$ becomes a matrix $g$, the root becomes a Hermitian $R$ with $R^2=g$, and the excess becomes the diagonal of $g-g^2$.

## The model

The indices $x,y$ run over a finite set `n` of orthonormal spin orbitals, called sites. The one-body density matrix $g$ and the exchange kernel $K$ are complex matrices on that set, and $N=\operatorname{Tr}g$ is `g.trace`, which need not be an integer. With `ComplexOrder` open, $a\le b$ between complex numbers means that $b-a$ is real and nonnegative. The predicate `PosSemidef` includes Hermiticity, and $0\le g\le1$ below means that $g$ and $1-g$ both satisfy it, so that all occupations (eigenvalues of $g$) lie in $[0,1]$.

```lean
import Mathlib

open Matrix
open scoped ComplexOrder

namespace ExchangeHoleSumRule

noncomputable section

variable {n : Type*} [Fintype n] [DecidableEq n]
```

The pair density with kernel $K$ is
$$P_K(x,y)=g_{xx}\,g_{yy}-|K_{xy}|^2 ,$$
where `Complex.normSq` supplies $|K_{xy}|^2$. The choice $K=g$ is the Hartree–Fock form, the pair density of a Slater determinant continued to arbitrary $g$. The choice $K=R$ with the positive root is the form in the Müller functional; of that functional only the normalisation of the pair density is treated, and no energy appears. The formula is a definition and is not derived from a many-body state.

```lean
/-- Pair density built from the one-body density matrix `g` and an exchange kernel `K`:
the Hartree product `g_xx g_yy` minus `|K_xy|²`. -/
def pairDensity (g K : Matrix n n ℂ) (x y : n) : ℂ :=
  g x x * g y y - (Complex.normSq (K x y) : ℂ)
```

With annihilation operators $a_x$ and the number operator $\hat N=\sum_y a_y^\dagger a_y$, a state of exactly $N$ fermions gives $\sum_y\langle a_x^\dagger a_y^\dagger a_y a_x\rangle=\langle a_x^\dagger\hat N a_x\rangle=(N-1)g_{xx}$, because $a_x$ leaves $N-1$ particles. This motivates the sum rule
$$\sum_y P_K(x,y)=(N-1)\,g_{xx}\quad\text{for all }x,$$
which `SumRule g K` adopts as a condition on the model, also for fractional $N$. Ordered pairs are counted, so the total is $N(N-1)$.

```lean
/-- The sum rule: at every site `x` the pair density summed over `y` equals
`(N - 1) g_xx`, where `N = Tr g`. -/
def SumRule (g K : Matrix n n ℂ) : Prop :=
  ∀ x, ∑ y, pairDensity g K x y = (g.trace - 1) * g x x
```

## The rule as a condition on a diagonal

For Hermitian $K$ one has $K_{yx}=\overline{K_{xy}}$, hence $|K_{xy}|^2=K_{xy}K_{yx}$, and
$$\sum_y P_K(x,y)=g_{xx}\sum_y g_{yy}-\sum_y K_{xy}K_{yx}=N g_{xx}-(K^2)_{xx}.$$
In `pairDensity_row_sum` the first step is `h`, from `hK.apply y x` and `Complex.mul_conj`. The `simp only` call splits the sum, pulls $g_{xx}$ out and writes $(K^2)_{xx}$ as its sum over $y$. Nothing is assumed about $g$.

```lean
omit [DecidableEq n] in
/-- For a Hermitian kernel the pair density summed over `y` is `N g_xx - (K²)_xx`. -/
theorem pairDensity_row_sum (g : Matrix n n ℂ) {K : Matrix n n ℂ} (hK : K.IsHermitian)
    (x : n) : ∑ y, pairDensity g K x y = g.trace * g x x - (K * K) x x := by
  -- Hermiticity turns `|K_xy|²` into `K_xy K_yx`
  have h : ∀ y, (Complex.normSq (K x y) : ℂ) = K x y * K y x := by
    intro y
    have e : K y x = star (K x y) := (hK.apply y x).symm
    rw [e, Complex.star_def, Complex.mul_conj]
  have ht : ∑ y, g y y = g.trace := rfl
  simp only [pairDensity, h, Finset.sum_sub_distrib, ← Finset.mul_sum, Matrix.mul_apply, ht]
  ring
```

Equating this with $(N-1)g_{xx}=Ng_{xx}-g_{xx}$ cancels the Hartree term and leaves $(K^2)_{xx}=g_{xx}$ at each site. Both directions of `sumRule_iff_diag` are this rearrangement, done by `linear_combination -h`. Any Hermitian $K$ with $K^2=g$ passes at once. For $K=g$ only the diagonals of $g^2$ and $g$ are compared, and positivity of $g-g^2$, shown next for $0\le g\le1$, is what extends the equality to the whole matrix.

```lean
omit [DecidableEq n] in
/-- For a Hermitian kernel the sum rule holds exactly when `K²` and `g` have the same
diagonal. -/
theorem sumRule_iff_diag (g : Matrix n n ℂ) {K : Matrix n n ℂ} (hK : K.IsHermitian) :
    SumRule g K ↔ ∀ x, (K * K) x x = g x x := by
  unfold SumRule
  refine forall_congr' fun x => ?_
  rw [pairDensity_row_sum g hK]
  constructor
  · intro h
    linear_combination -h
  · intro h
    linear_combination -h
```

## The matrix $g-g^2$

Let $0\le g\le1$. Expanding,
$$g(1-g)g+(1-g)g(1-g)=(g^2-g^3)+(g-2g^2+g^3)=g-g^2 .$$
Each term on the left has the form $B^\dagger AB$ with $A\ge0$: first $A=1-g$, $B=g$, then $A=g$, $B=1-g$. For any vector $v$, $v^\dagger B^\dagger ABv=(Bv)^\dagger A(Bv)\ge0$, so $g-g^2\ge0$ without diagonalising $g$. In the proof `a` and `b` are the two terms, from `conjTranspose_mul_mul_same`; the rewrites by `hg.1.eq` and `h1.1.eq` remove the daggers, and `noncomm_ring` does the expansion.

```lean
/-- If `g` and `1 - g` are positive semidefinite, so is `g - g²`. -/
theorem sub_sq_posSemidef {g : Matrix n n ℂ} (hg : g.PosSemidef)
    (h1 : (1 - g).PosSemidef) : (g - g * g).PosSemidef := by
  have a := h1.conjTranspose_mul_mul_same g
  have b := hg.conjTranspose_mul_mul_same (1 - g)
  rw [hg.1.eq] at a
  rw [h1.1.eq] at b
  -- a sum of two congruences of positive matrices
  have e : g - g * g = g * (1 - g) * g + (1 - g) * g * (1 - g) := by noncomm_ring
  rw [e]
  exact a.add b
```

The Hartree–Fock row sum minus its target is
$$Ng_{xx}-(g^2)_{xx}-(N-1)g_{xx}=(g-g^2)_{xx}\ge0,$$
since diagonal entries of a positive semidefinite matrix are nonnegative (`hp.diag_nonneg`). So `hartreeFock_row_sum_ge` says that this kernel never undercounts pairs at any site.

```lean
/-- For `0 ≤ g ≤ 1` the pair density with kernel `g`, summed over `y`, exceeds
`(N - 1) g_xx` by a nonnegative real amount. -/
theorem hartreeFock_row_sum_ge {g : Matrix n n ℂ} (hg : g.PosSemidef)
    (h1 : (1 - g).PosSemidef) (x : n) :
    (g.trace - 1) * g x x ≤ ∑ y, pairDensity g g x y := by
  have hp := sub_sq_posSemidef hg h1
  have hd : 0 ≤ (g - g * g) x x := hp.diag_nonneg
  rw [pairDensity_row_sum g hg.1, ← sub_nonneg]
  have e : g.trace * g x x - (g * g) x x - (g.trace - 1) * g x x = (g - g * g) x x := by
    rw [Matrix.sub_apply]
    ring
  rw [e]
  exact hd
```

## Idempotency

Summing the row formula over $x$ gives $\sum_{x,y}P_g(x,y)=N^2-\operatorname{Tr}g^2$, which is `e`. This equals $N(N-1)$ exactly when $\operatorname{Tr}(g-g^2)=0$. The eigenvalues of $g-g^2$ are nonnegative, so a zero sum makes each of them zero and the Hermitian matrix vanishes; the code takes this from `trace_eq_zero_iff`. Conversely, $g^2=g$ turns $N^2-\operatorname{Tr}g^2$ into $N^2-N$. Thus `hartreeFock_total_iff` shows that the single total count already decides idempotency.

```lean
/-- For `0 ≤ g ≤ 1` the pair density with kernel `g`, summed over both sites, equals
`N (N - 1)` exactly when `g² = g`. -/
theorem hartreeFock_total_iff {g : Matrix n n ℂ} (hg : g.PosSemidef)
    (h1 : (1 - g).PosSemidef) :
    ∑ x, ∑ y, pairDensity g g x y = g.trace * (g.trace - 1) ↔ g * g = g := by
  have ht : ∑ x, g x x = g.trace := rfl
  have ht2 : ∑ x, (g * g) x x = (g * g).trace := rfl
  have e : ∑ x, ∑ y, pairDensity g g x y = g.trace * g.trace - (g * g).trace := by
    simp only [pairDensity_row_sum g hg.1, Finset.sum_sub_distrib, ← Finset.mul_sum, ht, ht2]
  rw [e]
  constructor
  · intro h
    -- a positive semidefinite matrix of zero trace vanishes
    have h0 : (g - g * g).trace = 0 := by
      rw [Matrix.trace_sub]
      linear_combination h
    exact (sub_eq_zero.mp ((sub_sq_posSemidef hg h1).trace_eq_zero_iff.mp h0)).symm
  · intro h
    rw [h]
    ring
```

If the rule holds at every site, its sum over $x$ is $(N-1)\sum_x g_{xx}=N(N-1)$, and the previous theorem gives $g^2=g$. If $g^2=g$, the diagonals agree and `sumRule_iff_diag` returns the rule. No root of $g$ enters `hartreeFock_sumRule_iff`.

```lean
/-- For `0 ≤ g ≤ 1` the sum rule with kernel `g` holds exactly when `g² = g`. -/
theorem hartreeFock_sumRule_iff {g : Matrix n n ℂ} (hg : g.PosSemidef)
    (h1 : (1 - g).PosSemidef) : SumRule g g ↔ g * g = g := by
  constructor
  · intro h
    -- summing the local rule over `x` gives the total pair count
    apply (hartreeFock_total_iff hg h1).mp
    have ht : ∑ x, g x x = g.trace := rfl
    rw [Finset.sum_congr rfl fun x _ => h x, ← Finset.mul_sum, ht]
    ring
  · intro h
    rw [sumRule_iff_diag g hg.1, h]
    exact fun _ => rfl
```

## Both kernels together

The theorem `sumRule_root_and_hartreeFock` reads: if $R$ is Hermitian (`hR`), $R^2=g$ (`hRg`) and $1-g\ge0$ (`h1`), then the rule holds with kernel $R$, and it holds with kernel $g$ if and only if $g^2=g$. Positivity of $g$ is derived, from $g=R^2=R^\dagger R$. The first half follows from $(R^2)_{xx}=g_{xx}$, and its proof does not use `h1`. The root is supplied as a hypothesis, so the statement is conditional on having one, and it need not be positive.

```lean
/-- Let `R` be Hermitian with `R² = g` and let `1 - g` be positive semidefinite. The sum
rule holds with kernel `R`, and it holds with kernel `g` exactly when `g² = g`. -/
theorem sumRule_root_and_hartreeFock {g R : Matrix n n ℂ} (hR : R.IsHermitian)
    (hRg : R * R = g) (h1 : (1 - g).PosSemidef) :
    SumRule g R ∧ (SumRule g g ↔ g * g = g) := by
  -- `g = Rᴴ R` is positive semidefinite
  have hg : g.PosSemidef := by
    have h := posSemidef_conjTranspose_mul_self R
    rwa [hR.eq, hRg] at h
  refine ⟨?_, hartreeFock_sumRule_iff hg h1⟩
  rw [sumRule_iff_diag g hR, hRg]
  exact fun _ => rfl
```

For density-matrix models on a finite orthonormal basis, this says that for $0\le g\le1$ the Hartree–Fock form breaks the rule as soon as one occupation is fractional. It then miscounts the pairs of any state of exactly $N$ fermions with this $g$; for fractional $N$ no such state exists, and the rule is only a condition on the model. At $N=1$ the target is zero, since one electron has no partner, yet the total is $1-\operatorname{Tr}g^2$, a self-pairing that is absent only when $g$ is a projector. The rule constrains row sums alone: it does not make $P_R(x,y)$ nonnegative, and for one orbital the value is $\nu^2-\nu\le0$.

## An occupation above one

Sites are now numbered $0$ and $1$, as in `Fin 2`. Take $g_{00}=g_{11}=4/5$ and $g_{01}=g_{10}=2/5$.

```lean
/-- A two-site matrix with diagonal entries `4/5` and off-diagonal entries `2/5`. -/
def gOver : Matrix (Fin 2) (Fin 2) ℂ := !![4/5, 2/5; 2/5, 4/5]
```

Here $(g^2)_{00}=(g^2)_{11}=16/25+4/25=4/5$, so the Hartree–Fock rule holds, while $(g^2)_{01}=16/25\ne2/5$. The occupations are $6/5$ and $2/5$, and their values of $\nu-\nu^2$, namely $-6/25$ and $+6/25$, cancel. Positivity of $g$ alone therefore does not give the equivalence. The proof of `sumRule_without_idempotency` shows $g\ge0$ by writing $g=B^\dagger B$, where $B$ has the columns $(3,3,1,1)/5$ and $(3,-1,1,3)/5$, with squared norms $20/25$ and inner product $10/25$. The entry `h01` refutes idempotency.

```lean
/-- The matrix `gOver` is positive semidefinite and obeys the sum rule with kernel
`gOver`, yet it is not idempotent. -/
theorem sumRule_without_idempotency :
    gOver.PosSemidef ∧ SumRule gOver gOver ∧ gOver * gOver ≠ gOver := by
  have hp : gOver.PosSemidef := by
    have e : gOver =
        (!![3/5, 3/5; 3/5, -1/5; 1/5, 1/5; 1/5, 3/5] : Matrix (Fin 4) (Fin 2) ℂ)ᴴ *
          (!![3/5, 3/5; 3/5, -1/5; 1/5, 1/5; 1/5, 3/5] : Matrix (Fin 4) (Fin 2) ℂ) := by
      ext i j
      fin_cases i <;> fin_cases j <;>
        simp [gOver, Matrix.mul_apply, Fin.sum_univ_succ, Complex.conj_ofNat] <;> norm_num
    rw [e]
    exact posSemidef_conjTranspose_mul_self _
  refine ⟨hp, ?_, ?_⟩
  · rw [sumRule_iff_diag _ hp.1]
    intro x
    fin_cases x <;> simp [gOver, Matrix.mul_apply, Fin.sum_univ_two] <;> norm_num
  · intro h
    have h01 := congrFun (congrFun h 0) 1
    norm_num [gOver, Matrix.mul_apply, Fin.sum_univ_two] at h01
```

## A two-site instance that separates the kernels

Take $R_{00}=R_{11}=4/5$ and $R_{01}=R_{10}=1/5$.

```lean
/-- A two-site kernel with diagonal entries `4/5` and off-diagonal entries `1/5`. -/
def rootEx : Matrix (Fin 2) (Fin 2) ℂ := !![4/5, 1/5; 1/5, 4/5]
```

Its square has $g_{00}=g_{11}=16/25+1/25=17/25$ and $g_{01}=g_{10}=8/25$.

```lean
/-- A two-site density matrix with diagonal entries `17/25` and off-diagonal
entries `8/25`. -/
def gEx : Matrix (Fin 2) (Fin 2) ℂ := !![17/25, 8/25; 8/25, 17/25]
```

The occupations are $1$ and $9/25$, so $N=34/25$ and the target at site $0$ is $\tfrac{9}{25}\cdot\tfrac{17}{25}=\tfrac{153}{625}$. With the root,
$$P_R(0,0)+P_R(0,1)=\frac{289-400}{625}+\frac{289-25}{625}=\frac{153}{625}.$$
With $g$ itself,
$$P_g(0,0)+P_g(0,1)=0+\frac{289-64}{625}=\frac{225}{625},$$
an excess of $72/625=(g-g^2)_{00}$. The theorem `sumRule_witness` establishes the three hypotheses of the main theorem for these matrices, together with $g^2\ne g$. It writes $1-g=B^\dagger B$ with $B=\tfrac25\begin{pmatrix}1&-1\\-1&1\end{pmatrix}$, and compares $(g^2)_{01}=272/625$ with $g_{01}=200/625$. The main theorem then gives the rule for `rootEx` and its failure for the kernel `gEx`.

```lean
/-- The kernel `rootEx` is Hermitian with square `gEx`, the matrix `1 - gEx` is positive
semidefinite, and `gEx` is not idempotent. -/
theorem sumRule_witness :
    rootEx.IsHermitian ∧ rootEx * rootEx = gEx ∧ (1 - gEx).PosSemidef ∧ gEx * gEx ≠ gEx := by
  refine ⟨?_, ?_, ?_, ?_⟩
  · ext i j
    fin_cases i <;> fin_cases j <;> simp [rootEx]
  · ext i j
    fin_cases i <;> fin_cases j <;>
      simp [rootEx, gEx, Matrix.mul_apply, Fin.sum_univ_two] <;> norm_num
  · have e : 1 - gEx =
        (!![2/5, -2/5; -2/5, 2/5] : Matrix (Fin 2) (Fin 2) ℂ)ᴴ *
          (!![2/5, -2/5; -2/5, 2/5] : Matrix (Fin 2) (Fin 2) ℂ) := by
      ext i j
      fin_cases i <;> fin_cases j <;>
        simp [gEx, Matrix.mul_apply, Fin.sum_univ_two, Complex.conj_ofNat] <;> norm_num
    rw [e]
    exact posSemidef_conjTranspose_mul_self _
  · intro h
    have h01 := congrFun (congrFun h 0) 1
    norm_num [gEx, Matrix.mul_apply, Fin.sum_univ_two] at h01

end

end ExchangeHoleSumRule
```

```lean
#print axioms ExchangeHoleSumRule.hartreeFock_row_sum_ge
#print axioms ExchangeHoleSumRule.sumRule_root_and_hartreeFock
#print axioms ExchangeHoleSumRule.sumRule_without_idempotency
```

```
'ExchangeHoleSumRule.hartreeFock_row_sum_ge' depends on axioms: [propext, Classical.choice, Quot.sound]
'ExchangeHoleSumRule.sumRule_root_and_hartreeFock' depends on axioms: [propext, Classical.choice, Quot.sound]
'ExchangeHoleSumRule.sumRule_without_idempotency' depends on axioms: [propext, Classical.choice, Quot.sound]
```

## Other roots, computation and a Hubbard term

The remarks in this section are not formalised in Lean. Write $g=U\operatorname{diag}(\nu_i)\,U^\dagger$ with $U$ unitary and occupations $\nu_i$.

One could have defined $R$ as the positive root $U\operatorname{diag}(\sqrt{\nu_i})\,U^\dagger$. The hypotheses would then be $0\le g\le1$ alone and the root would always exist, but the statement would cover one kernel only. The form used here also admits $U\operatorname{diag}(\pm\sqrt{\nu_i})\,U^\dagger$ with any signs, which in general change the values $P_R(x,y)$ and leave the row sums fixed.

In a program, $R$ can be built by diagonalising $g$ and taking roots of the occupations, and the rule can be tested by comparing the row sums of $|K_{xy}|^2$ with the diagonal of $g$. With non-orthogonal basis functions the formulas above apply once $g$ has been expressed in an orthonormal basis, for instance through the square root of the overlap matrix.

The matrix $g-g^2$ also occurs in the simplified rotationally invariant Hubbard correction: for the occupation matrix $m$ of one spin in a localised shell and an effective on-site interaction strength $U_H>0$, the term is $\tfrac{U_H}{2}\operatorname{Tr}(m-m^2)$. For $0\le m\le1$ the positivity and zero-trace steps make it nonnegative, and zero exactly when $m^2=m$.
